# A classical, noise-free Josephson junction at constant bias stays in its washboard well if it starts there with energy below the barrier

## An unbiased junction without damping

A Josephson junction carries a supercurrent at zero mean voltage as long as its phase difference $\varphi$ stays in one potential well. When does the starting state guarantee this?

Take first a junction with no bias current and no damping. In dimensionless form it obeys $\varphi''+\sin\varphi=0$, the pendulum equation, and conserves the energy $E=\varphi'^2/2-\cos\varphi$. At $\varphi=\pm\pi$ the energy is at least $1$. A phase that starts between these points with $E<1$ can therefore never reach either of them. Since it moves continuously, it stays between them.

## Bias and damping

With bias and damping the equation becomes

$$\varphi''+\gamma\varphi'+\sin\varphi=i .$$

Here $i$ is the constant bias current divided by the critical current, not the imaginary unit, and $\gamma$ is the damping due to the shunt resistance. Time is in units of $1/\omega_p$, where $\omega_p=\sqrt{2eI_c/(\hbar C)}$ is the plasma frequency at zero bias for critical current $I_c$ and junction capacitance $C$, so $v=\varphi'$ is the voltage in units of $\hbar\omega_p/2e$. The potential, in units of the Josephson energy, is the tilted washboard $U(x)=-\cos x-ix$.

Let $\gamma\ge0$, $0\le i<1$ and $a=\arcsin i$. Suppose that

$$-\pi-a<\varphi(0)<\pi-a,\qquad \tfrac12v(0)^2+U(\varphi(0))<U(\pi-a).$$

Then for all $t\ge0$ the phase stays in the same open interval and

$$v(t)^2<4\left(\sqrt{1-i^2}-i\arccos i\right).$$

The time-averaged voltage tends to zero.

For this noiseless single-junction model, a simulation that shows a phase slip from such a start is wrong, for example because its time step is too large.

## The well and its barrier

The slope is $U'(x)=\sin x-i=\sin x-\sin a$. It vanishes at the bottom $a$ and at the tops $\pi-a$ and $-\pi-a$. Since $\arccos i=\pi/2-a$, the barrier height is

$$U(\pi-a)-U(a)=2\cos a-i(\pi-2a)=2\left(\sqrt{1-i^2}-i\arccos i\right).$$

For $i=0$ this is $2$. For $0<i<1$ put $\theta=\arccos i\in(0,\pi/2)$; then $\theta<\tan\theta=\sqrt{1-i^2}/i$, so the height is positive. A junction at rest at $a$ thus meets the energy condition.

The bottom is the minimum over the closed well. For $a\le x\le\pi-a$,

$$\sin x-\sin a=2\sin\frac{x-a}{2}\cos\frac{x+a}{2}\ge0,$$

because both half-angles lie in $[0,\pi/2]$. For $-\pi-a\le x\le a$,

$$\sin a-\sin x=2\sin\frac{a-x}{2}\cos\frac{a+x}{2}\ge0,$$

because the first half-angle lies in $[0,\pi]$ and the second in $[-\pi/2,\pi/2]$. So $U$ falls towards $a$ from the left and rises to its right.

## The energy never rises, so the phase stays inside

Let $E=v^2/2+U(\varphi)$. The equation of motion gives

$$E'=v(i-\gamma v-\sin\varphi)+(\sin\varphi-i)v=-\gamma v^2\le0,$$

so $E(t)\le E(0)<U(\pi-a)$ for all $t\ge0$.

If $\varphi(t)\ge\pi-a$ at some time, continuity gives an earlier or equal time $s$ with $\varphi(s)=\pi-a$. Then $E(s)\ge U(\pi-a)$, a contradiction. On the left the same argument gives $E(s)\ge U(-\pi-a)=U(\pi-a)+2\pi i\ge U(\pi-a)$, again a contradiction.

With the phase inside the well, $U(\varphi(t))\ge U(a)$, hence

$$\tfrac12v(t)^2<U(\pi-a)-U(a),$$

which is the voltage bound. The well has width $2\pi$, so for $T>0$

$$\left|\frac{\varphi(T)-\varphi(0)}{T}\right|\le\frac{2\pi}{T}\to0 .$$

The voltage itself need not die out: without damping the phase can oscillate in the well forever.

## The statement in Lean

`washboard i x` is $U(x)$. `IsJunctionMotion γ i φ v` says that $\varphi'=v$ and $v'=i-\gamma v-\sin\varphi$ at every $t\ge0$. The phase is a real number, not an angle modulo $2\pi$, so different wells are distinct. `HasDerivAt` is a two-sided derivative, also at $t=0$, so the functions must continue smoothly enough to slightly negative times. The motion is given; its existence is not proved.

In `trapped_below_barrier`, `hφ` places the initial phase in the open interval `Ioo`, and `hE` is the energy condition. The conclusion holds for each `t` with `0 ≤ t`. In `mean_voltage_zero`, `Tendsto … atTop (𝓝 0)` is the limit $T\to\infty$.

The step to a real junction is the assumption that its phase follows this classical equation with constant bias and no noise. Thermal activation and quantum tunnelling can both carry a real phase out of the well from below the barrier.

```lean
import Mathlib

open Real Set Filter Topology

namespace JosephsonTrapping

noncomputable section

/-- The tilted washboard potential `U(x) = -cos x - i x` of a junction with bias current `i`,
in units of the Josephson energy. -/
def washboard (i x : ℝ) : ℝ := -cos x - i * x

/-- The phase `φ` and the voltage `v = φ'` obey the junction equation
`φ'' + γ φ' + sin φ = i` at all times `t ≥ 0`. -/
structure IsJunctionMotion (γ i : ℝ) (φ v : ℝ → ℝ) : Prop where
  phase : ∀ t, 0 ≤ t → HasDerivAt φ (v t) t
  voltage : ∀ t, 0 ≤ t → HasDerivAt v (i - γ * v t - sin (φ t)) t

/-- The slope of the washboard potential is the supercurrent minus the bias current. -/
theorem hasDerivAt_washboard (i x : ℝ) : HasDerivAt (washboard i) (sin x - i) x := by
  have h := ((Real.hasDerivAt_cos x).fun_neg).fun_sub ((hasDerivAt_id' x).const_mul i)
  exact h.congr_deriv (by ring)

/-- For `0 ≤ i < 1` the barrier between the well bottom `arcsin i` and the top `π - arcsin i`
has height `2 (√(1 - i²) - i arccos i)`, and this height is positive. -/
theorem barrier_height {i : ℝ} (h0 : 0 ≤ i) (h1 : i < 1) :
    washboard i (π - arcsin i) - washboard i (arcsin i)
        = 2 * (√(1 - i ^ 2) - i * arccos i) ∧
      0 < 2 * (√(1 - i ^ 2) - i * arccos i) := by
  constructor
  · unfold washboard
    rw [cos_pi_sub, cos_arcsin, arccos_eq_pi_div_two_sub_arcsin]
    ring
  · rcases h0.eq_or_lt with rfl | hpos
    · simp
    · -- with `θ = arccos i` this is the inequality `θ < tan θ`
      have h := Real.lt_tan (arccos_pos.2 h1) (arccos_lt_pi_div_two.2 hpos)
      rw [tan_eq_sin_div_cos, sin_arccos, cos_arccos (by linarith) h1.le,
        lt_div_iff₀ hpos] at h
      linarith

/-- For `0 ≤ i ≤ 1` the phase `arcsin i` minimises the washboard potential over the closed interval
from `-π - arcsin i` to `π - arcsin i`. For `i < 1` this is the well between two neighbouring tops.
-/
theorem washboard_min {i x : ℝ} (h0 : 0 ≤ i) (h1 : i ≤ 1)
    (hx : x ∈ Icc (-π - arcsin i) (π - arcsin i)) :
    washboard i (arcsin i) ≤ washboard i x := by
  have ha0 : 0 ≤ arcsin i := arcsin_nonneg.2 h0
  have ha1 : arcsin i ≤ π / 2 := arcsin_le_pi_div_two i
  have hs : sin (arcsin i) = i := sin_arcsin (by linarith) h1
  have hc : Continuous (washboard i) :=
    continuous_iff_continuousAt.2 fun y => (hasDerivAt_washboard i y).continuousAt
  have hd : Differentiable ℝ (washboard i) :=
    fun y => (hasDerivAt_washboard i y).differentiableAt
  rcases le_total (arcsin i) x with h | h
  · -- to the right of the bottom the potential rises
    have hm : MonotoneOn (washboard i) (Icc (arcsin i) (π - arcsin i)) := by
      refine monotoneOn_of_deriv_nonneg (convex_Icc _ _) hc.continuousOn
        hd.differentiableOn fun y hy => ?_
      obtain ⟨hy1, hy2⟩ := interior_subset hy
      have key := Real.sin_sub_sin y (arcsin i)
      rw [hs] at key
      rw [(hasDerivAt_washboard i y).deriv, key]
      exact mul_nonneg (mul_nonneg (by norm_num)
        (sin_nonneg_of_nonneg_of_le_pi (by linarith) (by linarith)))
        (cos_nonneg_of_neg_pi_div_two_le_of_le (by linarith) (by linarith))
    exact hm ⟨le_rfl, by linarith⟩ ⟨h, hx.2⟩ h
  · -- to the left of the bottom it falls towards the bottom
    have hm : AntitoneOn (washboard i) (Icc (-π - arcsin i) (arcsin i)) := by
      refine antitoneOn_of_deriv_nonpos (convex_Icc _ _) hc.continuousOn
        hd.differentiableOn fun y hy => ?_
      obtain ⟨hy1, hy2⟩ := interior_subset hy
      have key := Real.sin_sub_sin (arcsin i) y
      rw [hs] at key
      have hp : 0 ≤ 2 * sin ((arcsin i - y) / 2) * cos ((arcsin i + y) / 2) :=
        mul_nonneg (mul_nonneg (by norm_num)
          (sin_nonneg_of_nonneg_of_le_pi (by linarith) (by linarith)))
          (cos_nonneg_of_neg_pi_div_two_le_of_le (by linarith) (by linarith))
      rw [(hasDerivAt_washboard i y).deriv]
      linarith
    exact hm ⟨hx.1, h⟩ ⟨by linarith [pi_pos], le_rfl⟩ h

/-- Power balance: the energy `v²/2 + U(φ)` of the junction changes at the rate `-γ v²`. -/
theorem power_balance {γ i : ℝ} {φ v : ℝ → ℝ} (h : IsJunctionMotion γ i φ v)
    {t : ℝ} (ht : 0 ≤ t) :
    HasDerivAt (fun s => v s ^ 2 / 2 + washboard i (φ s)) (-(γ * v t ^ 2)) t := by
  have h' := (((h.voltage t ht).fun_pow 2).div_const 2).fun_add
    ((hasDerivAt_washboard i (φ t)).comp t (h.phase t ht))
  exact h'.congr_deriv (by norm_num; ring)

/-- Trapping below the barrier: for damping `γ ≥ 0` and bias `0 ≤ i < 1`, a junction that starts
inside the well with energy below the top at `π - arcsin i` stays inside the well for all
`t ≥ 0`, and its squared voltage stays below `4 (√(1 - i²) - i arccos i)`. -/
theorem trapped_below_barrier {γ i : ℝ} {φ v : ℝ → ℝ} (hγ : 0 ≤ γ) (h0 : 0 ≤ i) (h1 : i < 1)
    (h : IsJunctionMotion γ i φ v)
    (hφ : φ 0 ∈ Ioo (-π - arcsin i) (π - arcsin i))
    (hE : v 0 ^ 2 / 2 + washboard i (φ 0) < washboard i (π - arcsin i))
    {t : ℝ} (ht : 0 ≤ t) :
    φ t ∈ Ioo (-π - arcsin i) (π - arcsin i) ∧
      v t ^ 2 < 4 * (√(1 - i ^ 2) - i * arccos i) := by
  -- the energy never rises, so it stays below the barrier top
  have hanti : AntitoneOn (fun s => v s ^ 2 / 2 + washboard i (φ s)) (Ici 0) := by
    refine antitoneOn_of_deriv_nonpos (convex_Ici 0)
      (fun s hs => (power_balance h hs).continuousAt.continuousWithinAt)
      (fun s hs => (power_balance h
        (interior_subset hs)).differentiableAt.differentiableWithinAt) fun s hs => ?_
    rw [(power_balance h (interior_subset hs)).deriv]
    exact neg_nonpos.2 (mul_nonneg hγ (sq_nonneg _))
  have hlow : ∀ s, 0 ≤ s →
      v s ^ 2 / 2 + washboard i (φ s) < washboard i (π - arcsin i) := fun s hs =>
    lt_of_le_of_lt (hanti (mem_Ici.2 le_rfl) (mem_Ici.2 hs) hs) hE
  have hcont : ContinuousOn φ (Icc 0 t) :=
    fun s hs => (h.phase s hs.1).continuousAt.continuousWithinAt
  -- the left top is higher than the right one by `2 π i`
  have hleft : washboard i (π - arcsin i) ≤ washboard i (-π - arcsin i) := by
    have hcos : cos (-π - arcsin i) = cos (π - arcsin i) := by
      rw [← cos_add_two_pi (-π - arcsin i)]
      congr 1
      ring
    unfold washboard
    rw [hcos]
    nlinarith [mul_nonneg h0 pi_pos.le]
  -- a phase leaving the well would have to sit on a top at some time
  have hin : φ t ∈ Ioo (-π - arcsin i) (π - arcsin i) := by
    constructor
    · by_contra hc
      obtain ⟨s, hs, hs'⟩ := intermediate_value_Icc' ht hcont ⟨not_lt.1 hc, hφ.1.le⟩
      have hl := hlow s hs.1
      rw [hs'] at hl
      linarith [sq_nonneg (v s)]
    · by_contra hc
      obtain ⟨s, hs, hs'⟩ := intermediate_value_Icc ht hcont ⟨hφ.2.le, not_lt.1 hc⟩
      have hl := hlow s hs.1
      rw [hs'] at hl
      linarith [sq_nonneg (v s)]
  refine ⟨hin, ?_⟩
  have hmin := washboard_min h0 h1.le (Ioo_subset_Icc_self hin)
  linarith [hlow t ht, (barrier_height h0 h1).1]

/-- Under the same conditions the voltage averaged over the time `T`, `(φ(T) - φ(0)) / T`,
tends to zero as `T → ∞`. -/
theorem mean_voltage_zero {γ i : ℝ} {φ v : ℝ → ℝ} (hγ : 0 ≤ γ) (h0 : 0 ≤ i) (h1 : i < 1)
    (h : IsJunctionMotion γ i φ v)
    (hφ : φ 0 ∈ Ioo (-π - arcsin i) (π - arcsin i))
    (hE : v 0 ^ 2 / 2 + washboard i (φ 0) < washboard i (π - arcsin i)) :
    Tendsto (fun T => (φ T - φ 0) / T) atTop (𝓝 0) := by
  have hlim : Tendsto (fun T : ℝ => 2 * π / T) atTop (𝓝 0) :=
    tendsto_const_nhds.div_atTop tendsto_id
  refine squeeze_zero_norm' ?_ hlim
  filter_upwards [eventually_gt_atTop (0 : ℝ)] with T hT
  -- the phase never moves by more than the width `2 π` of the well
  obtain ⟨hl, hr⟩ := (trapped_below_barrier hγ h0 h1 h hφ hE hT.le).1
  have hb : |φ T - φ 0| ≤ 2 * π :=
    abs_le.2 ⟨by linarith [hφ.2], by linarith [hφ.1]⟩
  rw [norm_div, Real.norm_eq_abs, Real.norm_eq_abs, abs_of_pos hT]
  exact div_le_div_of_nonneg_right hb hT.le

end

end JosephsonTrapping
```

```lean
#print axioms JosephsonTrapping.trapped_below_barrier
-- 'JosephsonTrapping.trapped_below_barrier' depends on axioms: [propext, Classical.choice, Quot.sound]
#print axioms JosephsonTrapping.mean_voltage_zero
-- 'JosephsonTrapping.mean_voltage_zero' depends on axioms: [propext, Classical.choice, Quot.sound]
```

## From the energy balance to the Lean proof

`hasDerivAt_washboard` computes the slope. `barrier_height` rewrites the cosines for the height, then treats $i=0$ separately and uses `Real.lt_tan` for $\theta<\tan\theta$.

`washboard_min` splits the well at $a$. On each side `Real.sin_sub_sin` supplies the product formula, and the sign of the derivative makes $U$ monotone. This lemma also allows $i=1$, where the bottom and the right top have merged into an inflection point and no well is left.

`power_balance` is the chain rule followed by the cancellation in $E'$. The main theorem turns it into the non-increasing energy `hanti` and the bound `hlow` at all later times. `hleft` compares the two tops by the periodicity of the cosine.

Each half of `hin` assumes that the phase has left through one edge. The intermediate value theorem, `intermediate_value_Icc'` on the left and `intermediate_value_Icc` on the right, gives the time $s$ at the edge, and `linarith` finds the contradiction with `hlow`, using $v(s)^2\ge0$. The voltage bound then combines `hlow`, `washboard_min` and the barrier height.

`mean_voltage_zero` bounds the displacement by $2\pi$ and squeezes the absolute value of the average between zero and $2\pi/T$. The bound is needed only for eventually all $T$, so the proof restricts to $T>0$.
